# Saturation reduces the electron-yield dichroism of a thick absorber with exponential escape

The electron yield is modelled here as an integral over depth, in which each absorbed photon contributes a signal that escapes to the surface with a probability falling exponentially with the depth of absorption. The measured dichroic asymmetry is defined from two such integrals, one per photon helicity, so its closed form has to be proved.

In Lean 4 with Mathlib:

```lean
import Mathlib

open MeasureTheory Filter Topology Set

namespace ElectronYieldDichroism

noncomputable section

/-- Electron yield of a thick absorber: absorption at depth `z` along the inclined path,
times the escape probability, integrated over depth. Here `μ` is the absorption coefficient,
`lam > 0` the escape depth and `c > 0` the cosine of the angle of incidence from the normal. -/
def electronYield (μ lam c : ℝ) : ℝ :=
  ∫ z in Ioi (0 : ℝ), (μ / c) * Real.exp (-(μ * z / c) - z / lam)

/-- Dichroic asymmetry of the absorption coefficients `p` and `m` of the two helicities,
for `p + m ≠ 0`. -/
def trueAsymmetry (p m : ℝ) : ℝ := (p - m) / (p + m)

/-- Dichroic asymmetry of the measured electron yields for the two helicities,
for positive `p`, `m`, `lam` and `c`. -/
def yieldAsymmetry (p m lam c : ℝ) : ℝ :=
  (electronYield p lam c - electronYield m lam c) /
    (electronYield p lam c + electronYield m lam c)

/-- For positive absorption coefficient, escape depth and cosine of incidence, the depth
integral of the electron yield is `μ lam / (μ lam + c)`. -/
theorem electronYield_eq {μ lam c : ℝ} (hμ : 0 < μ) (hl : 0 < lam) (hc : 0 < c) :
    electronYield μ lam c = μ * lam / (μ * lam + c) := by
  have hk : 0 < μ / c + 1 / lam := by positivity
  -- rescale the standard exponential integral by the total decay rate
  have h := integral_comp_mul_left_Ioi (fun x : ℝ => Real.exp (-x)) 0 hk
  simp only [mul_zero, integral_exp_neg_Ioi_zero, smul_eq_mul, mul_one] at h
  have e : ∀ z : ℝ, Real.exp (-(μ * z / c) - z / lam)
      = Real.exp (-((μ / c + 1 / lam) * z)) := by
    intro z
    congr 1
    ring
  have hk' : μ / c + 1 / lam = (μ * lam + c) / (c * lam) := by field_simp
  unfold electronYield
  simp only [e]
  rw [integral_const_mul, h, hk', inv_div]
  field_simp

/-- For positive parameters, the absorption coefficient is recovered from the
electron yield `Y` as `(c / lam) Y / (1 - Y)`. -/
theorem absorption_from_yield {μ lam c : ℝ} (hμ : 0 < μ) (hl : 0 < lam) (hc : 0 < c) :
    c / lam * (electronYield μ lam c / (1 - electronYield μ lam c)) = μ := by
  have hD : μ * lam + c ≠ 0 := by positivity
  have h1 : 1 - μ * lam / (μ * lam + c) = c / (μ * lam + c) := by
    rw [eq_div_iff hD, sub_mul, div_mul_cancel₀ _ hD]
    ring
  rw [electronYield_eq hμ hl hc, h1, div_div_div_cancel_right₀ hD]
  field_simp

/-- For positive parameters, saturation adds the term `2 lam p m / c` to the denominator
of the dichroic asymmetry. -/
theorem yieldAsymmetry_eq {p m lam c : ℝ} (hp : 0 < p) (hm : 0 < m) (hl : 0 < lam)
    (hc : 0 < c) :
    yieldAsymmetry p m lam c = (p - m) / (p + m + 2 * lam * p * m / c) := by
  unfold yieldAsymmetry
  rw [electronYield_eq hp hl hc, electronYield_eq hm hl hc,
    div_eq_div_iff (by positivity) (by positivity)]
  field_simp
  ring

/-- For positive parameters with `p > m`, the asymmetry of the yields is positive and
strictly smaller than the asymmetry of the absorption coefficients. -/
theorem yieldAsymmetry_lt_true {p m lam c : ℝ} (hm : 0 < m) (hpm : m < p) (hl : 0 < lam)
    (hc : 0 < c) :
    0 < yieldAsymmetry p m lam c ∧ yieldAsymmetry p m lam c < trueAsymmetry p m := by
  have hp : 0 < p := hm.trans hpm
  have hd : 0 < p - m := sub_pos.2 hpm
  have hs : 0 < 2 * lam * p * m / c := by positivity
  rw [yieldAsymmetry_eq hp hm hl hc]
  refine ⟨div_pos hd (by positivity), ?_⟩
  exact div_lt_div_of_pos_left hd (by positivity) (by linarith)

/-- For positive parameters with `p > m`, the asymmetry of the yields increases strictly
with the cosine of incidence, so it decreases toward grazing incidence. -/
theorem yieldAsymmetry_strictMonoOn {p m lam : ℝ} (hm : 0 < m) (hpm : m < p)
    (hl : 0 < lam) :
    StrictMonoOn (fun c => yieldAsymmetry p m lam c) (Ioi 0) := by
  intro c₁ h₁ c₂ h₂ h
  have hp : 0 < p := hm.trans hpm
  have h₁' : 0 < c₁ := h₁
  have h₂' : 0 < c₂ := h₂
  -- the saturation term is larger at the more grazing angle
  have hs : 2 * lam * p * m / c₂ < 2 * lam * p * m / c₁ :=
    div_lt_div_of_pos_left (by positivity) h₁' h
  dsimp only
  rw [yieldAsymmetry_eq hp hm hl h₁', yieldAsymmetry_eq hp hm hl h₂']
  exact div_lt_div_of_pos_left (sub_pos.2 hpm) (by positivity) (by linarith)

/-- For positive absorption coefficients and escape depth, the asymmetry of the yields
tends to zero at grazing incidence. -/
theorem yieldAsymmetry_grazing {p m lam : ℝ} (hp : 0 < p) (hm : 0 < m) (hl : 0 < lam) :
    Tendsto (fun c => yieldAsymmetry p m lam c) (𝓝[>] 0) (𝓝 0) := by
  have hd : (p + m) * 0 + 2 * lam * p * m ≠ 0 := by
    rw [mul_zero, zero_add]
    positivity
  have hcont : ContinuousAt
      (fun c : ℝ => (p - m) * c / ((p + m) * c + 2 * lam * p * m)) 0 :=
    ContinuousAt.div (by fun_prop) (by fun_prop) hd
  have h0 : Tendsto (fun c : ℝ => (p - m) * c / ((p + m) * c + 2 * lam * p * m))
      (𝓝 0) (𝓝 0) := by
    convert hcont.tendsto using 2
    simp
  refine (h0.mono_left nhdsWithin_le_nhds).congr' ?_
  filter_upwards [self_mem_nhdsWithin] with c hc
  have hc' : 0 < c := hc
  -- clear the factor 1/c in the closed form
  have h : p + m + 2 * lam * p * m / c = ((p + m) * c + 2 * lam * p * m) / c := by
    rw [add_div, mul_div_cancel_right₀ _ hc'.ne']
  rw [yieldAsymmetry_eq hp hm hl hc', h, div_div_eq_mul_div]

/-- Two-angle correction: for positive parameters and `p ≠ m`, the yield asymmetries at
two angles of incidence are tied to the true asymmetry by a relation free of the
escape depth. -/
theorem two_angle_correction {p m lam c₁ c₂ : ℝ} (hp : 0 < p) (hm : 0 < m)
    (hpm : p ≠ m) (hl : 0 < lam) (h₁ : 0 < c₁) (h₂ : 0 < c₂) :
    trueAsymmetry p m *
      (c₁ / yieldAsymmetry p m lam c₁ - c₂ / yieldAsymmetry p m lam c₂) = c₁ - c₂ := by
  have hd : p - m ≠ 0 := sub_ne_zero.2 hpm
  have hs : p + m ≠ 0 := by positivity
  -- c / A is affine in c, and its constant term carries the saturation
  have key : ∀ c : ℝ, 0 < c → c / yieldAsymmetry p m lam c
      = ((p + m) * c + 2 * lam * p * m) / (p - m) := by
    intro c hc
    have e : 2 * lam * p * m / c * c = 2 * lam * p * m := div_mul_cancel₀ _ hc.ne'
    have h : c * (p + m + 2 * lam * p * m / c) = (p + m) * c + 2 * lam * p * m := by
      linear_combination e
    rw [yieldAsymmetry_eq hp hm hl hc, div_div_eq_mul_div, h]
  unfold trueAsymmetry
  rw [key c₁ h₁, key c₂ h₂, ← sub_div, div_mul_div_comm, div_eq_iff (mul_ne_zero hs hd)]
  ring

end

end ElectronYieldDichroism
```

```lean
#print axioms ElectronYieldDichroism.electronYield_eq
-- 'ElectronYieldDichroism.electronYield_eq' depends on axioms: [propext, Classical.choice, Quot.sound]
#print axioms ElectronYieldDichroism.yieldAsymmetry_lt_true
-- 'ElectronYieldDichroism.yieldAsymmetry_lt_true' depends on axioms: [propext, Classical.choice, Quot.sound]
#print axioms ElectronYieldDichroism.yieldAsymmetry_grazing
-- 'ElectronYieldDichroism.yieldAsymmetry_grazing' depends on axioms: [propext, Classical.choice, Quot.sound]
#print axioms ElectronYieldDichroism.two_angle_correction
-- 'ElectronYieldDichroism.two_angle_correction' depends on axioms: [propext, Classical.choice, Quot.sound]
```

## Yields, asymmetries and what is proved about them

Let \(\mu\) be the absorption coefficient of the sample at one photon energy, \(\lambda\) the electron escape depth (`lam` in the code), and \(c=\cos\theta\) the cosine of the angle of incidence measured from the surface normal. Normal incidence is \(c=1\), and grazing incidence is \(c\to0\). The function `electronYield` is

\[
Y(\mu)=\int_0^\infty \frac{\mu}{c}\,e^{-\mu z/c}\,e^{-z/\lambda}\,dz .
\]

A photon that reaches depth \(z\) has travelled a path \(z/c\), so \((\mu/c)\,e^{-\mu z/c}\) is the probability density for absorption at that depth. The factor \(e^{-z/\lambda}\) is the escape probability.

The absorption coefficients for the two helicities are \(p=\mu_+\) and \(m=\mu_-\). Two asymmetries are defined from them:

\[
A_{\text{true}}=\frac{p-m}{p+m},\qquad
A(c)=\frac{Y(p)-Y(m)}{Y(p)+Y(m)} .
\]

These are `trueAsymmetry` and `yieldAsymmetry`. For positive parameters, the theorems state the following.

- `electronYield_eq`: the yield is \(\mu\lambda/(\mu\lambda+c)\).
- `absorption_from_yield`: the absorption coefficient is \((c/\lambda)\,Y/(1-Y)\).
- `yieldAsymmetry_eq`: \(A(c)=(p-m)/(p+m+2\lambda pm/c)\).
- `yieldAsymmetry_lt_true`: if \(p>m\), then \(0<A(c)<A_{\text{true}}\).
- `yieldAsymmetry_strictMonoOn`: if \(p>m\), then \(A\) increases strictly with \(c\), and so decreases toward grazing incidence.
- `yieldAsymmetry_grazing`: \(A(c)\to0\) as \(c\) approaches zero from above, which is the meaning of `𝓝[>] 0`.
- `two_angle_correction`: if \(p\neq m\), then \(A_{\text{true}}\,(c_1/A(c_1)-c_2/A(c_2))=c_1-c_2\).

All quantities are real numbers. The theorems require \(c>0\) but not \(c\le1\), so they cover every physical angle short of exactly grazing incidence. The two cosines in the last theorem may coincide, in which case both sides are zero and the relation carries no information about \(A_{\text{true}}\).

## The sample and geometry behind the integral

When \(\mu\lambda\) is much smaller than \(c\), the yield is close to \(\mu\lambda/c\) and therefore proportional to the absorption coefficient. This is the regime in which a yield spectrum can stand in for an absorption spectrum. As \(\mu\lambda/c\) grows, more of the light is absorbed within the escape depth and the yield approaches one. It then counts incoming photons and becomes insensitive to \(\mu\), which is called saturation. The more strongly absorbed helicity is closer to this limit, so its signal is compressed more.

The integral describes a homogeneous sample much thicker than the depth that the signal probes. It leaves out reflection and refraction, which become important at very small grazing angles, so the limit \(c\to0\) is a property of the model and not a prediction for a real surface. A single escape depth, the same for both helicities, replaces the cascade of secondary electrons.

The yield is also normalised to one escaping signal per photon absorbed at the surface. A common detector gain cancels from \(A(c)\), but it does not cancel from the formula that recovers \(\mu\).

The statements that compare angles hold \(p\) and \(m\) fixed while \(c\) varies. In a magnetic sample the dichroism depends on the angle between the magnetisation and the beam. The comparison therefore applies directly when that angle is kept constant and the sample is otherwise isotropic, so that \(p\) and \(m\) do not change with the direction of incidence.

## From the depth integral to the absorption coefficient

The two exponents combine into one decay rate,

\[
k=\frac{\mu}{c}+\frac1\lambda=\frac{\mu\lambda+c}{c\lambda}.
\]

Since \(k>0\), the integral of \(e^{-kz}\) over positive depth is \(1/k\), and

\[
Y=\frac{\mu}{c}\cdot\frac1k
=\frac{\mu}{c}\cdot\frac{c\lambda}{\mu\lambda+c}
=\frac{\mu\lambda}{\mu\lambda+c}.
\]

The proof of `electronYield_eq` takes the same route. Mathlib supplies the integral of \(e^{-x}\) over the positive half-line, and `integral_comp_mul_left_Ioi` rescales it by \(k\). The auxiliary equality `e` combines the exponents, `hk'` puts the rate over a common denominator, and `integral_const_mul` takes \(\mu/c\) out of the integral.

For the inversion, subtract the yield from one:

\[
1-Y=\frac{c}{\mu\lambda+c},\qquad
\frac{Y}{1-Y}=\frac{\mu\lambda}{c},\qquad
\frac{c}{\lambda}\,\frac{Y}{1-Y}=\mu .
\]

In `absorption_from_yield`, the first of these equalities is `h1`. The common denominator then cancels from the quotient.

## The extra term in the denominator

Put the two yields over the common denominator \((p\lambda+c)(m\lambda+c)\). The numerators of their difference and sum are

\[
p\lambda(m\lambda+c)-m\lambda(p\lambda+c)=\lambda c\,(p-m),
\]

\[
p\lambda(m\lambda+c)+m\lambda(p\lambda+c)=\lambda\,\bigl[c(p+m)+2\lambda pm\bigr].
\]

Their ratio is

\[
A(c)=\frac{c(p-m)}{c(p+m)+2\lambda pm}
=\frac{p-m}{p+m+2\lambda pm/c}.
\]

The proof of `yieldAsymmetry_eq` inserts the two closed yields, cross-multiplies with `div_eq_div_iff`, and leaves a polynomial identity to `ring`.

Compared with \(A_{\text{true}}\), the denominator contains the additional positive term \(2\lambda pm/c\). For \(p>m\) the numerator is positive, so the larger denominator gives a smaller positive fraction. This is `yieldAsymmetry_lt_true`. For \(p<m\), exchanging the two helicities reverses the sign of both asymmetries, so the same bound holds for their magnitudes.

The dependence on angle follows from the same comparison. If \(0<c_1<c_2\), then \(2\lambda pm/c_1>2\lambda pm/c_2\), and hence \(A(c_1)<A(c_2)\). Both proofs use `div_lt_div_of_pos_left`, which says that enlarging a positive denominator under a positive numerator lowers the quotient.

For the grazing limit, the form without \(1/c\) is the convenient one. The function

\[
\frac{(p-m)c}{(p+m)c+2\lambda pm}
\]

is continuous at \(c=0\), because its denominator there is \(2\lambda pm>0\), and its value there is zero. In `yieldAsymmetry_grazing`, `hcont` records the continuity and `h0` the resulting limit. The last lines show that this function agrees with the yield asymmetry for every \(c>0\), so the limit carries over. This argument does not need \(p>m\).

## Two angles that eliminate the escape depth

For \(p\neq m\), dividing \(c\) by the asymmetry gives

\[
\frac{c}{A(c)}=\frac{(p+m)c+2\lambda pm}{p-m}
=\frac{c}{A_{\text{true}}}+\frac{2\lambda pm}{p-m}.
\]

The escape depth appears only in the constant term. Subtracting the values at two cosines removes it:

\[
\frac{c_1}{A(c_1)}-\frac{c_2}{A(c_2)}
=\frac{c_1-c_2}{A_{\text{true}}}.
\]

Multiplication by \(A_{\text{true}}\) gives the theorem. In the proof of `two_angle_correction`, `key` is the affine formula for \(c/A(c)\), applied once at each angle. The condition \(p\neq m\) means that there is a dichroic signal to correct. Without it the true asymmetry and both yield asymmetries vanish. The left side of the stated equality is then zero, because its first factor is zero, so the equality is false for distinct cosines.

## Correcting a spectrum before the sum rules

The dichroism sum rules use energy integrals of absorption coefficients. For a thick homogeneous sample with a single exponential escape depth, the formulas above show how yield data should be corrected before those integrals are taken.

In a program, the yield for each helicity is an array over photon energy. Once it is normalised, the operation \((c/\lambda)\,Y/(1-Y)\) is applied to every entry, and the difference and sum spectra are formed afterwards. The order matters because the correction is nonlinear: applied to the difference or the sum of the two yields, it does not in general return the difference or the sum of the absorption coefficients. The normalisation needs care as well, since an error in the gain changes \(1-Y\) and with it the recovered line shape.

If the escape depth is unknown but the asymmetry has been measured at two angles with the same \(p\) and \(m\), the working formula is

\[
A_{\text{true}}=\frac{c_1-c_2}{c_1/A(c_1)-c_2/A(c_2)},\qquad c_1\neq c_2 .
\]

Take the illustrative values \(p=0.06\,\text{nm}^{-1}\), \(m=0.04\,\text{nm}^{-1}\) and \(\lambda=2\,\text{nm}\), for which \(A_{\text{true}}=0.2\). At \(c_1=1\) the yield asymmetry is \(0.02/0.1096\approx0.182\), and at \(c_2=0.5\) it is \(0.02/0.1192\approx0.168\). The ratios \(c/A(c)\) are \(5.48\) and \(2.98\). Their difference is \(2.5\), and \(0.5/2.5=0.2\) restores the true value.

With noisy data, the formula is sensitive when the two cosines are close together or when the asymmetry is near zero. If more than two angles are available, a straight-line fit of \(c/A(c)\) against \(c\) uses all of them, and the reciprocal of its slope estimates \(A_{\text{true}}\).
